# $N^2$ of a triplet state in the case (a) basis has eigenvalues $N(N+1)$ with $N=J-1,\,J,\,J+1$ when $\Lambda<J$

Lose a factor $\sqrt2$ in one coupling of a triplet rotational matrix, and the matrix stays symmetric and keeps its trace, but its levels are wrong even for a molecule without fine structure. A fitted spin–orbit constant can then absorb part of the error. The known spectrum of $N^2$ exposes such a mistake: for a single isolated triplet state of a diatomic molecule, treated as a rigid rotor with all spin couplings switched off, the matrix of $BN^2$ must give the levels $BN(N+1)$, where $B$ is the rotational constant.

Here $\mathbf J$ is the total angular momentum without nuclear spin, $\mathbf S$ the electron spin, and $\mathbf N=\mathbf J-\mathbf S$, which contains the electronic orbital angular momentum as well as the rotation of the nuclei. All are in units of $\hbar$. The projections of orbital angular momentum, spin and $\mathbf J$ on the molecular axis are $\Lambda\ge 0$, $\Sigma$ and $\Omega=\Lambda+\Sigma$. Lean writes `L` for $\Lambda$.

```lean
import Mathlib

open Matrix

namespace TripletCaseA

noncomputable section
```

## Spin one and a single orbital projection

The first hypothesis is built into the definitions: $S=1$, and one electronic state with fixed $\Lambda$. The basis then has three members, $\Omega=\Lambda-1,\Lambda,\Lambda+1$, which are the Lean indices 0, 1, 2. Mixing with other electronic states, and hence $\Lambda$-doubling, is left out.

The couplings come from ladder factors $\sqrt{j(j+1)-m(m+1)}$, which connect projections $m$ and $m+1$ of an angular momentum $j$.

```lean
/-- The ladder factor `√(j(j+1) - m(m+1))` connecting the projections `m` and `m+1` of an
angular momentum `j`. -/
def ladder (j m : ℝ) : ℝ := Real.sqrt (j * (j + 1) - m * (m + 1))
```

Since $\mathbf J\cdot\mathbf S$ leaves $\Lambda=\Omega-\Sigma$ alone, $\Omega$ and $\Sigma$ step together. Its diagonal elements are $\Omega\Sigma$, and each neighbouring element is half the product of a $J$ factor and an $S$ factor. These standard matrix elements are entered as a definition, not derived from commutation relations. Both couplings are taken positive; another phase choice would change signs in the eigenvectors but not the eigenvalues.

```lean
/-- The matrix of `J·S` for spin one in the case (a) basis `Ω = L-1, L, L+1`, where `L` is the
orbital projection: `ΩΣ` on the diagonal, half the product of ladder factors beside it. -/
def jDotS (J L : ℝ) : Matrix (Fin 3) (Fin 3) ℝ :=
  !![(L - 1) * (-1), ladder J (L - 1) * ladder 1 (-1) / 2, 0;
     ladder J (L - 1) * ladder 1 (-1) / 2, L * 0, ladder J L * ladder 1 0 / 2;
     0, ladder J L * ladder 1 0 / 2, (L + 1) * 1]
```

Because $\mathbf J\cdot\mathbf S=\mathbf S\cdot\mathbf J$, squaring $\mathbf N$ gives $N^2=J^2+S^2-2\,\mathbf J\cdot\mathbf S$, with $J^2=J(J+1)$ and $S^2=2$ in this basis.

```lean
/-- The squared rotational angular momentum `N² = J² + S² - 2 J·S` of a triplet state in the
case (a) basis. -/
def nSq (J L : ℝ) : Matrix (Fin 3) (Fin 3) ℝ :=
  (J * (J + 1) + 1 * (1 + 1)) • (1 : Matrix (Fin 3) (Fin 3) ℝ) - (2 : ℝ) • jDotS J L
```

Write $x=J(J+1)$. The diagonal elements $x+2-2\Omega\Sigma$ are $x+2\Lambda$, $x+2$ and $x-2\Lambda$. Spin one enters again through its ladder factors, both equal to $\sqrt2$, so the off-diagonal elements are $-u$ and $-w$ with
$$u=\sqrt{2\,(x-\Lambda(\Lambda-1))},\qquad w=\sqrt{2\,(x-\Lambda(\Lambda+1))}.$$
Lean calls them `lowCoupling` and `highCoupling`.

```lean
/-- The strength of the coupling between `Ω = L-1` and `Ω = L`. -/
def lowCoupling (J L : ℝ) : ℝ := Real.sqrt (2 * (J * (J + 1) - L * (L - 1)))

/-- The strength of the coupling between `Ω = L` and `Ω = L+1`. -/
def highCoupling (J L : ℝ) : ℝ := Real.sqrt (2 * (J * (J + 1) - L * (L + 1)))
```

The theorem `nSq_eq` states that $N^2$ is this tridiagonal matrix. In its proof `h1` and `h2` evaluate the spin factors, `h3` and `h4` pull $\sqrt2$ out of $u$ and $w$, and the nine entries are then compared. For another spin both the factors and the size of the matrix change: a doublet has two components and $N=J\pm\tfrac12$.

```lean
/-- In the case (a) basis `N²` is tridiagonal, with diagonal `J(J+1) + 2L`, `J(J+1) + 2`,
`J(J+1) - 2L` and the two couplings, taken negative, beside it. -/
theorem nSq_eq (J L : ℝ) :
    nSq J L = !![J * (J + 1) + 2 * L, -lowCoupling J L, 0;
                 -lowCoupling J L, J * (J + 1) + 2, -highCoupling J L;
                 0, -highCoupling J L, J * (J + 1) - 2 * L] := by
  -- the spin ladder factors are both √2
  have h1 : ladder 1 (-1) = Real.sqrt 2 := by unfold ladder; norm_num
  have h2 : ladder 1 0 = Real.sqrt 2 := by unfold ladder; norm_num
  have h3 : lowCoupling J L = Real.sqrt 2 * ladder J (L - 1) := by
    unfold lowCoupling ladder
    rw [Real.sqrt_mul (by norm_num : (0 : ℝ) ≤ 2)]
    congr 2
    ring
  have h4 : highCoupling J L = Real.sqrt 2 * ladder J L := by
    unfold highCoupling ladder
    rw [Real.sqrt_mul (by norm_num : (0 : ℝ) ≤ 2)]
  unfold nSq jDotS
  rw [h1, h2, h3, h4]
  generalize Real.sqrt 2 = s
  generalize ladder J (L - 1) = p
  generalize ladder J L = q
  ext i j
  fin_cases i <;> fin_cases j <;> simp <;> ring
```

## $\Lambda\le J$ keeps the couplings real

From here on $J$ and $\Lambda$ are natural numbers, as befits a triplet, whose $J$ is an integer; only the matrix identity `nSq_pi` is again stated for real $J$. A projection cannot exceed the length of its vector, so the component $\Omega=\Lambda$ exists only if $\Lambda\le J$. In the derivation, this condition makes both radicands non-negative, which is what allows $u^2$ and $w^2$ to be replaced by them. The proof of `coupling_sq` does the same: it obtains $\Lambda(\Lambda+1)\le J(J+1)$ and applies `Real.sq_sqrt`.

```lean
/-- For `L ≤ J` the squares of the two couplings are `2(J(J+1) - L(L-1))` and
`2(J(J+1) - L(L+1))`. -/
theorem coupling_sq (J L : ℕ) (h : L ≤ J) :
    lowCoupling J L ^ 2 = 2 * ((J : ℝ) * (J + 1) - L * (L - 1)) ∧
    highCoupling J L ^ 2 = 2 * ((J : ℝ) * (J + 1) - L * (L + 1)) := by
  have hL : (0 : ℝ) ≤ L := Nat.cast_nonneg L
  have hJ : (L : ℝ) ≤ J := Nat.cast_le.mpr h
  have hx : (L : ℝ) * (L + 1) ≤ J * (J + 1) := by nlinarith
  exact ⟨Real.sq_sqrt (by nlinarith), Real.sq_sqrt (by nlinarith)⟩
```

Let $t$ be a trial eigenvalue and $s=t-x$. Expanding the tridiagonal determinant gives
$$\det(t-N^2)=(s-2\Lambda)(s-2)(s+2\Lambda)-(s-2\Lambda)\,w^2-(s+2\Lambda)\,u^2 .$$
The first product is $s^3-2s^2-4\Lambda^2s+8\Lambda^2$. With the radicands inserted, the other two terms add up to $-4s(x-\Lambda^2)-8\Lambda^2$. Every term in $\Lambda$ cancels:
$$\det(t-N^2)=s\,(s^2-2s-4x)=s\,(s+2J)(s-2J-2).$$
The roots are $t=x$, $t=x-2J=(J-1)J$ and $t=x+2J+2=(J+1)(J+2)$.

In `secular_det`, the `linear_combination` step replaces the squared couplings, and its coefficients are the factors that multiply $w^2$ and $u^2$ above.

Without $\Lambda\le J$ the factorisation fails. For $\Lambda=1$, $J=0$ the radicand of $w$ is $-4$, and Lean's real square root returns zero for it. The matrix is then diagonal with entries $2,2,-2$, whereas the formula would give $0,0,2$. Physically only $\Omega=0$ exists there, with $N=1$.

```lean
/-- For `L ≤ J` the secular determinant of `N²` factors, with roots `N(N+1)` for
`N = J-1, J, J+1`. -/
theorem secular_det (J L : ℕ) (h : L ≤ J) (t : ℝ) :
    (t • (1 : Matrix (Fin 3) (Fin 3) ℝ) - nSq J L).det =
      (t - ((J : ℝ) - 1) * J) * (t - (J : ℝ) * (J + 1)) * (t - ((J : ℝ) + 1) * (J + 2)) := by
  obtain ⟨hu, hw⟩ := coupling_sq J L h
  rw [nSq_eq]
  simp [Matrix.det_fin_three]
  -- the couplings enter the determinant only through their squares
  linear_combination (-(t - ((J : ℝ) * (J + 1) + 2 * L))) * hw
    - (t - ((J : ℝ) * (J + 1) - 2 * L)) * hu
```

## $\Lambda<J$ makes all three components exist

The highest component has $\Omega=\Lambda+1$, so the full triplet basis is available only if $\Lambda+1\le J$. This is where the derivation may take all three roots as levels.

The theorem `eigenvalue_iff` says that a real $t$ has a nonzero vector $v$ with $N^2v=tv$ exactly when $t=N(N+1)$ for a natural number $N$ equal to $J-1$, $J$ or $J+1$. The first case is written `N + 1 = J`, which avoids subtraction of natural numbers. The step `key` turns the existence of an eigenvector into a vanishing determinant, and `secular_det` splits that into three linear factors. The strict inequality supplies $\Lambda\le J$ for the determinant and $J\ge1$ for writing $J=K+1$, so that $J-1$ is the natural number $K$.

```lean
/-- For a triplet state with orbital projection `L < J`, the eigenvalues of `N²` in the case (a)
basis are exactly `N(N+1)` with `N = J-1, J, J+1`. -/
theorem eigenvalue_iff (J L : ℕ) (h : L < J) (t : ℝ) :
    (∃ v : Fin 3 → ℝ, v ≠ 0 ∧ nSq J L *ᵥ v = t • v) ↔
      ∃ N : ℕ, (N + 1 = J ∨ N = J ∨ N = J + 1) ∧ t = (N : ℝ) * (N + 1) := by
  -- an eigenvector exists exactly when the secular determinant vanishes
  have key : (∃ v : Fin 3 → ℝ, v ≠ 0 ∧ nSq J L *ᵥ v = t • v) ↔
      (t • (1 : Matrix (Fin 3) (Fin 3) ℝ) - nSq J L).det = 0 := by
    rw [← Matrix.exists_mulVec_eq_zero_iff]
    simp only [Matrix.sub_mulVec, Matrix.smul_mulVec, Matrix.one_mulVec, sub_eq_zero]
    exact ⟨fun ⟨v, hv, e⟩ => ⟨v, hv, e.symm⟩, fun ⟨v, hv, e⟩ => ⟨v, hv, e.symm⟩⟩
  rw [key, secular_det J L h.le, mul_eq_zero, mul_eq_zero]
  obtain ⟨K, rfl⟩ : ∃ K, J = K + 1 := ⟨J - 1, by omega⟩
  constructor
  · rintro ((e | e) | e)
    · refine ⟨K, Or.inl rfl, ?_⟩
      push_cast at e
      linear_combination e
    · refine ⟨K + 1, Or.inr (Or.inl rfl), ?_⟩
      linear_combination e
    · refine ⟨K + 1 + 1, Or.inr (Or.inr rfl), ?_⟩
      push_cast at e ⊢
      linear_combination e
  · rintro ⟨N, hN | hN | hN, rfl⟩
    · obtain rfl : N = K := by omega
      left; left
      push_cast
      ring
    · subst hN
      left; right
      ring
    · subst hN
      right
      push_cast
      ring
```

The eigenvector for $N=J$ has a closed form, for which $\Lambda\le J$ is enough. Apply the matrix to $(u,\,2\Lambda,\,-w)$. The first row gives $(x+2\Lambda)u-2\Lambda u=xu$, and the third gives $-2\Lambda w-(x-2\Lambda)w=-xw$. The middle row gives $-u^2+2\Lambda(x+2)+w^2=2\Lambda x$, since $u^2-w^2=4\Lambda$. The squared length is $u^2+4\Lambda^2+w^2=4x$. For $J\ge1$ the normalised vector is therefore
$$\frac{1}{2\sqrt{J(J+1)}}\,(u,\;2\Lambda,\;-w),$$
and the component $\Omega=\Lambda$ has weight $\Lambda^2/(J(J+1))$. For $J=\Lambda=0$ the vector vanishes and is not an eigenvector. The proof of `middle_eigenvector` checks the three rows and the length in the same way, using the squared couplings from `coupling_sq`.

```lean
/-- For `L ≤ J` the vector with the two couplings (the second negative) around `2L` satisfies the
eigenvalue equation of `N²` with value `J(J+1)`, and its squared length is `4J(J+1)`. -/
theorem middle_eigenvector (J L : ℕ) (h : L ≤ J) :
    nSq J L *ᵥ ![lowCoupling J L, 2 * (L : ℝ), -highCoupling J L] =
      ((J : ℝ) * (J + 1)) • ![lowCoupling J L, 2 * (L : ℝ), -highCoupling J L] ∧
    ![lowCoupling J L, 2 * (L : ℝ), -highCoupling J L] ⬝ᵥ
      ![lowCoupling J L, 2 * (L : ℝ), -highCoupling J L] = 4 * ((J : ℝ) * (J + 1)) := by
  obtain ⟨hu, hw⟩ := coupling_sq J L h
  rw [nSq_eq]
  generalize lowCoupling (J : ℝ) (L : ℝ) = u at hu ⊢
  generalize highCoupling (J : ℝ) (L : ℝ) = w at hw ⊢
  constructor
  · ext i
    fin_cases i
    · simp [Matrix.mulVec, dotProduct, Fin.sum_univ_three]
      ring
    · simp [Matrix.mulVec, dotProduct, Fin.sum_univ_three]
      linear_combination hw - hu
    · simp [Matrix.mulVec, dotProduct, Fin.sum_univ_three]
      ring
  · simp [dotProduct, Fin.sum_univ_three]
    linear_combination hu + hw
```

At $J=\Lambda$ the strict inequality fails, and the component $\Omega=\Lambda+1$ is unphysical. Its coupling $w$ is zero, so it sits alone in the matrix with the entry $x-2\Lambda=\Lambda(\Lambda-1)$. For $\Lambda\ge1$ that would be a level with $N=\Lambda-1$, although $N$ cannot be smaller than $\Lambda$. Removing the component leaves a two-by-two block with $u^2=4\Lambda$ and determinant
$$(s-2\Lambda)(s-2)-4\Lambda=s\,(s-2\Lambda-2),$$
whose roots are $N(N+1)$ for $N=\Lambda$ and $N=\Lambda+1$.

The theorem `lowest_level` states both facts: the entry `nSq L L 1 2` is zero, and the determinant of the remaining block factors in this way. For $\Lambda\ge1$ the block is the physical one. For $\Lambda=J=0$ the component $\Omega=-1$ must go as well, and only $N=1$ survives. Despite the theorem's name, $J=\Lambda$ is not the lowest $J$ when $\Lambda\ge1$: at $J=\Lambda-1$ the component $\Omega=\Lambda-1$ exists alone, with $N=\Lambda$.

```lean
/-- At `J = L` the entry of `N²` between `Ω = L` and `Ω = L+1` is zero, and the secular determinant
of the block `Ω = L-1, L` has the roots `N(N+1)` for `N = L` and `N = L+1` only. -/
theorem lowest_level (L : ℕ) (t : ℝ) :
    nSq L L 1 2 = 0 ∧
    (t • (1 : Matrix (Fin 2) (Fin 2) ℝ) - (nSq L L).submatrix ![0, 1] ![0, 1]).det =
      (t - (L : ℝ) * (L + 1)) * (t - ((L : ℝ) + 1) * (L + 2)) := by
  obtain ⟨hu, -⟩ := coupling_sq L L le_rfl
  rw [nSq_eq]
  constructor
  · simp [highCoupling]
  · rw [Matrix.det_fin_two]
    simp only [Matrix.sub_apply, Matrix.smul_apply, Matrix.submatrix_apply]
    simp
    linear_combination -hu
```

## $J\ge2$ for a triplet $\Pi$ state

With $\Lambda=1$ the condition $\Lambda<J$ reads $J\ge2$: the ${}^3\Pi_2$ component needs at least two units of angular momentum. The matrix then has diagonal $x+2,\,x+2,\,x-2$ and off-diagonal elements $-\sqrt{2x}$ and $-\sqrt{2(x-2)}$. The theorem `nSq_pi` obtains it from the general form by simplifying the two radicands.

```lean
/-- For a triplet Π state, `L = 1`, the matrix of `N²` has diagonal `x+2, x+2, x-2` and
off-diagonal entries `-√(2x)`, `-√(2(x-2))`, where `x = J(J+1)`. -/
theorem nSq_pi (J : ℝ) :
    nSq J 1 = !![J * (J + 1) + 2, -Real.sqrt (2 * (J * (J + 1))), 0;
                 -Real.sqrt (2 * (J * (J + 1))), J * (J + 1) + 2,
                   -Real.sqrt (2 * (J * (J + 1) - 2));
                 0, -Real.sqrt (2 * (J * (J + 1) - 2)), J * (J + 1) - 2] := by
  have h1 : lowCoupling J 1 = Real.sqrt (2 * (J * (J + 1))) := by
    unfold lowCoupling
    congr 1
    ring
  have h2 : highCoupling J 1 = Real.sqrt (2 * (J * (J + 1) - 2)) := by
    unfold highCoupling
    congr 1
    ring
  rw [nSq_eq, h1, h2, mul_one]
```

For $J=2$ the diagonal is $8,8,4$, the couplings are $-\sqrt{12}$ and $-\sqrt8$, and the eigenvalues are $2,6,12$, that is, $N=1,2,3$. For $J=1$ the same matrix has eigenvalues $0,2,6$, and the zero belongs to the missing component $\Omega=2$. The theorem `pi_eigenvalue_iff` is `eigenvalue_iff` at $\Lambda=1$ with the matrix written out; `hJ` provides the strict inequality.

```lean
/-- For `J ≥ 2` the explicit triplet Π matrix has exactly the eigenvalues `N(N+1)` with
`N = J-1, J, J+1`. -/
theorem pi_eigenvalue_iff (J : ℕ) (hJ : 2 ≤ J) (t : ℝ) :
    (∃ v : Fin 3 → ℝ, v ≠ 0 ∧
      !![(J : ℝ) * (J + 1) + 2, -Real.sqrt (2 * ((J : ℝ) * (J + 1))), 0;
         -Real.sqrt (2 * ((J : ℝ) * (J + 1))), (J : ℝ) * (J + 1) + 2,
           -Real.sqrt (2 * ((J : ℝ) * (J + 1) - 2));
         0, -Real.sqrt (2 * ((J : ℝ) * (J + 1) - 2)), (J : ℝ) * (J + 1) - 2] *ᵥ v = t • v) ↔
      ∃ N : ℕ, (N + 1 = J ∨ N = J ∨ N = J + 1) ∧ t = (N : ℝ) * (N + 1) := by
  have m := eigenvalue_iff J 1 (by omega) t
  rw [Nat.cast_one, nSq_pi] at m
  exact m

end

end TripletCaseA
```

```lean
#print axioms TripletCaseA.eigenvalue_iff
#print axioms TripletCaseA.middle_eigenvector
#print axioms TripletCaseA.lowest_level
#print axioms TripletCaseA.pi_eigenvalue_iff
```

```
'TripletCaseA.eigenvalue_iff' depends on axioms: [propext, Classical.choice, Quot.sound]
'TripletCaseA.middle_eigenvector' depends on axioms: [propext, Classical.choice, Quot.sound]
'TripletCaseA.lowest_level' depends on axioms: [propext, Classical.choice, Quot.sound]
'TripletCaseA.pi_eigenvalue_iff' depends on axioms: [propext, Classical.choice, Quot.sound]
```
